# A bounded slope of the solute's log activity coefficient makes the solvent's second order

## The binary solution and its conventions

Let \(x\) be the mole fraction of solute in a binary solution at fixed temperature and pressure, so that the solvent has mole fraction \(1-x\). Write \(a(x)\) for the natural logarithm of the solvent's activity coefficient and \(b(x)\) for that of the solute. All compositions are dimensionless real numbers.

```lean
import Mathlib

open Set Filter Topology

namespace HenryImpliesRaoult

noncomputable section
```

On an interval \(0<x<d\), with \(0<d\le 1\), both functions are differentiable and their slopes obey the Gibbs–Duhem relation

\[
(1-x)\,a'(x)+x\,b'(x)=0 .
\]

The solvent is referred to the pure liquid: \(a(0)=0\), and \(a\) is continuous from the right at \(0\). The solute needs no such convention, since only the slope of \(b\) enters the conditions, and a constant added to \(b\) leaves them unchanged.

The structure `DiluteSolution d a b a' b'` collects these conditions. In Lean, `a'` and `b'` are separate functions, and the fields `solvent_deriv` and `solute_deriv` say that they are the derivatives on `Ioo 0 d`, the open interval. The slopes need not be continuous. The Gibbs–Duhem relation is assumed here, not derived from a free energy.

```lean
/-- A binary solution at solute mole fractions `0 < x < d`: `a` and `b` are the logarithmic
activity coefficients of solvent and solute, with slopes `a'` and `b'` tied by the Gibbs-Duhem
relation, and `a` goes continuously to zero in the pure solvent. -/
structure DiluteSolution (d : ℝ) (a b a' b' : ℝ → ℝ) : Prop where
  pos : 0 < d
  le_one : d ≤ 1
  solvent_deriv : ∀ x ∈ Ioo 0 d, HasDerivAt a (a' x) x
  solute_deriv : ∀ x ∈ Ioo 0 d, HasDerivAt b (b' x) x
  gibbs_duhem : ∀ x ∈ Ioo 0 d, (1 - x) * a' x + x * b' x = 0
  continuous_zero : ContinuousWithinAt a (Ici 0) 0
  pure_solvent : a 0 = 0
```

Two functions of composition get names. The first, \(R(x)=-\ln(1-x)-x\), will measure how far the solvent can depart from ideality.

```lean
/-- The function `-log (1 - x) - x` of the solute mole fraction `x`. -/
def raoultDefect (x : ℝ) : ℝ := -Real.log (1 - x) - x
```

The second is the solvent activity \((1-x)e^{a(x)}\). If the vapour over the solution is ideal, it is the solvent's partial pressure divided by the vapour pressure of the pure solvent, with the effect of pressure on the liquid neglected.

```lean
/-- The solvent activity: mole fraction `1 - x` times activity coefficient `exp (a x)`. -/
def solventActivity (a : ℝ → ℝ) (x : ℝ) : ℝ := (1 - x) * Real.exp (a x)
```

One further hypothesis appears in four of the theorems: \(|b'(x)|\le M\) for all \(0<x<d\), with a constant \(M\). Physically, adding solute changes the solute's own environment at a finite rate, even at infinite dilution. This is stronger than Henry's law, which asks only that \(b\) have a finite limit. It excludes electrolytes with a Debye–Hückel term in \(\sqrt{x}\), whose slope diverges at \(x=0\).

## Comparing slopes

By hand one would integrate inequalities between slopes from \(0\) to \(x\). The mean value theorem does the same work without requiring the slopes to be integrable. If \(f(0)=0\), \(f\) is continuous on \([0,x]\) and \(f'\ge 0\) inside, then for some \(c\) between \(0\) and \(x\)

\[
f(x)=f'(c)\,x\ge 0 .
\]

```lean
/-- A function that is continuous on `[0, x]`, starts at zero and has nonnegative slope inside the
interval is nonnegative at `x`. -/
theorem nonneg_of_slope_nonneg {f f' : ℝ → ℝ} {x : ℝ} (hx : 0 < x)
    (hc : ContinuousOn f (Icc 0 x)) (h0 : f 0 = 0)
    (hf : ∀ t ∈ Ioo 0 x, HasDerivAt f (f' t) t) (hf' : ∀ t ∈ Ioo 0 x, 0 ≤ f' t) :
    0 ≤ f x := by
  obtain ⟨c, hcm, hce⟩ := exists_hasDerivAt_eq_slope f f' hx hc hf
  have h1 := hf' c hcm
  rw [hce, h0, sub_zero, sub_zero] at h1
  have h2 := mul_nonneg h1 hx.le
  rwa [div_mul_cancel₀ _ hx.ne'] at h2
```

The slope of \(R\) is the mole ratio of solute to solvent:

\[
R'(x)=\frac{1}{1-x}-1=\frac{x}{1-x}.
\]

```lean
/-- The slope of `-log (1 - x) - x` is the mole ratio `x / (1 - x)` of solute to solvent. -/
theorem hasDerivAt_raoultDefect {x : ℝ} (hx : x < 1) :
    HasDerivAt raoultDefect (x / (1 - x)) x := by
  have hne : 1 - x ≠ 0 := by linarith
  have h1 : HasDerivAt (fun y : ℝ => 1 - y) (-1) x := (hasDerivAt_id' x).const_sub 1
  have h2 := ((h1.log hne).fun_neg).fun_sub (hasDerivAt_id' x)
  exact h2.congr_deriv (by field_simp; ring)
```

To bound \(R\) by a simpler expression, subtract it from \(x^2/(2(1-x))\). The difference vanishes at \(0\), and its slope is

\[
\frac{2x-x^2}{2(1-x)^2}-\frac{x}{1-x}=\frac{x^2}{2(1-x)^2}\ge 0 .
\]

Hence \(R(x)\le x^2/(2(1-x))\) for \(0<x<1\). The proof computes this slope at a point `t` and passes it to the comparison lemma.

```lean
/-- For `0 < x < 1`, `-log (1 - x) - x` is at most `x² / (2 (1 - x))`. -/
theorem raoultDefect_le {x : ℝ} (hx : 0 < x) (hx1 : x < 1) :
    raoultDefect x ≤ x ^ 2 / (2 * (1 - x)) := by
  -- the difference of the two sides has slope `t² / (2 (1 - t)²)`
  have hf : ∀ t : ℝ, t < 1 → HasDerivAt (fun y => y ^ 2 / (2 * (1 - y)) - raoultDefect y)
      (t ^ 2 / (2 * (1 - t) ^ 2)) t := by
    intro t ht
    have hne : 1 - t ≠ 0 := by linarith
    have h1 : HasDerivAt (fun y : ℝ => 1 - y) (-1) t := (hasDerivAt_id' t).const_sub 1
    have hp : HasDerivAt (fun y : ℝ => y ^ 2) (2 * t) t := by
      simpa using hasDerivAt_pow 2 t
    have h2 := (hp.fun_div (h1.const_mul 2) (mul_ne_zero two_ne_zero hne)).fun_sub
      (hasDerivAt_raoultDefect ht)
    exact h2.congr_deriv (by field_simp; ring)
  have h := nonneg_of_slope_nonneg hx
    (fun t ht => (hf t (lt_of_le_of_lt ht.2 hx1)).continuousAt.continuousWithinAt)
    (by simp [raoultDefect]) (fun t ht => hf t (ht.2.trans hx1))
    (fun t _ => by positivity)
  linarith
```

## From the solute's slope to the solvent's coefficient

Since \(x<d\le 1\), the Gibbs–Duhem relation can be divided by \(1-x\):

\[
a'(x)=-b'(x)\,\frac{x}{1-x}.
\]

The factor \(x/(1-x)\) is what gains an order: a bounded solute slope gives a solvent slope that vanishes at least linearly as \(x\to0^+\).

```lean
variable {d M : ℝ} {a b a' b' : ℝ → ℝ}

/-- The Gibbs-Duhem relation solved for the slope of the solvent's logarithmic activity
coefficient. -/
theorem solvent_slope (h : DiluteSolution d a b a' b') {x : ℝ} (hx : x ∈ Ioo 0 d) :
    a' x = -b' x * (x / (1 - x)) := by
  have hne : 1 - x ≠ 0 := by linarith [hx.2, h.le_one]
  have e : a' x = -(x * b' x) / (1 - x) := by
    rw [eq_div_iff hne]
    linear_combination h.gibbs_duhem x hx
  rw [e]
  ring
```

With \(|b'|\le M\), this gives \(|a'(t)|\le M\,t/(1-t)=M R'(t)\) for \(0<t<x\). Both \(MR-a\) and \(MR+a\) therefore start at zero and have nonnegative slope, so both are nonnegative at \(x\):

\[
|a(x)|\le M\,R(x)=M\bigl(-\ln(1-x)-x\bigr).
\]

In the proof these two comparisons are `up` and `low`. Continuity of `a` at the left end is the field `continuous_zero`, and elsewhere it follows from differentiability.

```lean
/-- If the solute's logarithmic activity coefficient has slope at most `M` in size, the solvent's
is at most `M (-log (1 - x) - x)` in size. -/
theorem solvent_log_bound (h : DiluteSolution d a b a' b')
    (hM : ∀ x ∈ Ioo 0 d, |b' x| ≤ M) {x : ℝ} (hx : x ∈ Ioo 0 d) :
    |a x| ≤ M * raoultDefect x := by
  have hx1 : x < 1 := lt_of_lt_of_le hx.2 h.le_one
  have hsub : ∀ t ∈ Ioo 0 x, t ∈ Ioo 0 d := fun t ht => ⟨ht.1, ht.2.trans hx.2⟩
  have hslope : ∀ t ∈ Ioo 0 x, |a' t| ≤ M * (t / (1 - t)) := by
    intro t ht
    have hr : 0 ≤ t / (1 - t) := div_nonneg ht.1.le (by linarith [ht.2])
    rw [solvent_slope h (hsub t ht), abs_mul, abs_neg, abs_of_nonneg hr]
    exact mul_le_mul_of_nonneg_right (hM t (hsub t ht)) hr
  have hca : ContinuousOn a (Icc 0 x) := by
    intro t ht
    rcases eq_or_lt_of_le ht.1 with h0 | h0
    · rw [← h0]
      exact h.continuous_zero.mono Icc_subset_Ici_self
    · exact (h.solvent_deriv t ⟨h0, lt_of_le_of_lt ht.2 hx.2⟩).continuousAt.continuousWithinAt
  have hcr : ContinuousOn (fun t => M * raoultDefect t) (Icc 0 x) := fun t ht =>
    ((hasDerivAt_raoultDefect (lt_of_le_of_lt ht.2 hx1)).const_mul
      M).continuousAt.continuousWithinAt
  have hdr : ∀ t ∈ Ioo 0 x, HasDerivAt (fun t => M * raoultDefect t) (M * (t / (1 - t))) t :=
    fun t ht => (hasDerivAt_raoultDefect (ht.2.trans hx1)).const_mul M
  -- compare slopes from above and from below
  have up := nonneg_of_slope_nonneg (f := fun t => M * raoultDefect t - a t) hx.1
    (hcr.sub hca) (by simp [raoultDefect, h.pure_solvent])
    (fun t ht => (hdr t ht).fun_sub (h.solvent_deriv t (hsub t ht)))
    (fun t ht => by linarith [(abs_le.mp (hslope t ht)).2])
  have low := nonneg_of_slope_nonneg (f := fun t => M * raoultDefect t + a t) hx.1
    (hcr.add hca) (by simp [raoultDefect, h.pure_solvent])
    (fun t ht => (hdr t ht).fun_add (h.solvent_deriv t (hsub t ht)))
    (fun t ht => by linarith [(abs_le.mp (hslope t ht)).1])
  exact abs_le.mpr ⟨by linarith, by linarith⟩
```

The bound on \(R\) now gives the second-order estimate

\[
|a(x)|\le \frac{M x^2}{2(1-x)},\qquad 0<x<d .
\]

Multiplying the inequality for \(R\) by \(M\) requires \(M\ge 0\), which follows from \(0\le|b'(x)|\le M\).

```lean
/-- If the solute's logarithmic activity coefficient has slope at most `M` in size, the solvent's is
at most `M x² / (2 (1 - x))` in size. -/
theorem henry_implies_raoult (h : DiluteSolution d a b a' b')
    (hM : ∀ x ∈ Ioo 0 d, |b' x| ≤ M) {x : ℝ} (hx : x ∈ Ioo 0 d) :
    |a x| ≤ M * x ^ 2 / (2 * (1 - x)) := by
  have hM0 : 0 ≤ M := (abs_nonneg _).trans (hM x hx)
  calc |a x| ≤ M * raoultDefect x := solvent_log_bound h hM hx
    _ ≤ M * (x ^ 2 / (2 * (1 - x))) :=
      mul_le_mul_of_nonneg_left (raoultDefect_le hx.1 (lt_of_lt_of_le hx.2 h.le_one)) hM0
    _ = M * x ^ 2 / (2 * (1 - x)) := by ring
```

In the limiting case \(M=0\) the solute's activity coefficient is constant, the bound forces \(a(x)=0\), and the solvent activity is exactly \(1-x\) throughout the interval.

In simulation work on a binary mixture, solute activity coefficients computed at several compositions can be fitted and the solvent's obtained by quadrature,

\[
a(x)=-\int_0^x \frac{t}{1-t}\,b'(t)\,dt ,
\]

and, where the fitted slope is bounded, the estimate limits the size of the result. For \(M=5\) and \(x=0.01\) it gives \(|a|\le 2.53\times10^{-4}\). Code that evaluates \(R\) directly at very small \(x\) subtracts nearly equal numbers; the series \(x^2/2+x^3/3+\cdots\) avoids that loss of digits.

## Henry's limit and Raoult's tangent

The bounded slope also yields Henry's law for the solute. For \(x\) and \(y\) in the interval,

\[
|b(x)-b(y)|\le M|x-y| ,
\]

so the values of \(b\) satisfy Cauchy's criterion as \(x\to0^+\) and converge to a finite \(L\). The solute's activity coefficient then tends to \(e^L\). Lean reaches the limit by extending the Lipschitz function `b` to a function `g` on the whole line and taking `g 0`. The filter `𝓝[>] 0` means approach to zero from positive values.

```lean
/-- Henry's law: if its slope is bounded, the solute's logarithmic activity coefficient has a
finite limit at infinite dilution. -/
theorem henry_limit (h : DiluteSolution d a b a' b') (hM : ∀ x ∈ Ioo 0 d, |b' x| ≤ M) :
    ∃ L, Tendsto b (𝓝[>] 0) (𝓝 L) := by
  have hlip : LipschitzOnWith M.toNNReal b (Ioo 0 d) := by
    refine (convex_Ioo 0 d).lipschitzOnWith_of_nnnorm_hasDerivWithin_le
      (fun x hx => (h.solute_deriv x hx).hasDerivWithinAt) (fun x hx => ?_)
    rw [← NNReal.coe_le_coe, coe_nnnorm, Real.norm_eq_abs]
    exact (hM x hx).trans (Real.le_coe_toNNReal M)
  -- a Lipschitz function extends continuously to the end of the interval
  obtain ⟨g, hg, hbg⟩ := hlip.extend_real
  refine ⟨g 0, ((hg.continuous.tendsto 0).mono_left nhdsWithin_le_nhds).congr' ?_⟩
  filter_upwards [Ioo_mem_nhdsGT h.pos] with x hx using (hbg hx).symm
```

For the solvent, the second-order estimate divided by \(x\) gives

\[
\left|\frac{a(x)-a(0)}{x}\right|\le\frac{Mx}{2(1-x)}\longrightarrow 0 ,
\]

so \(a\) has right derivative \(0\) at the pure solvent. The product rule then gives the right derivative of the activity:

\[
\frac{d}{dx}\Bigl[(1-x)e^{a(x)}\Bigr]_{x=0^+}=-e^{a(0)}+e^{a(0)}\cdot 0=-1 .
\]

This is Raoult's law as a limiting tangent, \((1-x)e^{a(x)}=1-x+o(x)\), and not as an equality at finite concentration. In Lean the one-sided derivative is `HasDerivWithinAt` on `Ici 0`, and `squeeze_zero_norm'` carries out the limit of the quotient.

```lean
/-- Raoult's law as a tangent: if the slope of the solute's logarithmic activity coefficient is
bounded, the solvent activity has right derivative `-1` at the pure solvent. -/
theorem raoult_tangent (h : DiluteSolution d a b a' b') (hM : ∀ x ∈ Ioo 0 d, |b' x| ≤ M) :
    HasDerivWithinAt (solventActivity a) (-1) (Ici 0) 0 := by
  have ha : HasDerivWithinAt a 0 (Ici 0) 0 := by
    rw [← hasDerivWithinAt_Ioi_iff_Ici, hasDerivWithinAt_iff_tendsto_slope' (by simp)]
    have hc : ContinuousAt (fun x : ℝ => M * x / (2 * (1 - x))) 0 :=
      ContinuousAt.div (by fun_prop) (by fun_prop) (by norm_num)
    have hl : Tendsto (fun x : ℝ => M * x / (2 * (1 - x))) (𝓝[>] 0) (𝓝 0) := by
      have h0 := hc.tendsto.mono_left (nhdsWithin_le_nhds (s := Ioi 0))
      simpa using h0
    refine squeeze_zero_norm' ?_ hl
    filter_upwards [Ioo_mem_nhdsGT h.pos] with x hx
    -- the quadratic bound divided by `x`
    rw [slope_def_field, h.pure_solvent, sub_zero, sub_zero, Real.norm_eq_abs, abs_div,
      abs_of_pos hx.1, div_le_iff₀ hx.1]
    calc |a x| ≤ M * x ^ 2 / (2 * (1 - x)) := henry_implies_raoult h hM hx
      _ = M * x / (2 * (1 - x)) * x := by ring
  have h1 : HasDerivAt (fun y : ℝ => 1 - y) (-1) 0 := (hasDerivAt_id' 0).const_sub 1
  have hm := h1.hasDerivWithinAt.mul ha.exp
  exact hm.congr_deriv (by simp [h.pure_solvent])
```

## The quadratic coefficient

If \(b'(x)\) tends to a value \(\beta\) at infinite dilution, the leading term of \(a\) is fixed as well. Both \(a(x)\) and \(x^2\) tend to zero, and the ratio of their slopes is

\[
\frac{a'(x)}{2x}=-\frac{b'(x)}{2(1-x)}\longrightarrow-\frac{\beta}{2}.
\]

By l'Hôpital's rule, \(a(x)/x^2\to-\beta/2\). When the solute's activity coefficient rises with concentration (\(\beta>0\)), the solvent's therefore falls below one near infinite dilution. This theorem assumes the limit \(\beta\) in place of the uniform bound \(M\).

```lean
/-- If the slope of the solute's logarithmic activity coefficient tends to `β` at infinite
dilution, the solvent's logarithmic activity coefficient divided by `x²` tends to `-β / 2`. -/
theorem solvent_quadratic_coefficient (h : DiluteSolution d a b a' b') {β : ℝ}
    (hβ : Tendsto b' (𝓝[>] 0) (𝓝 β)) :
    Tendsto (fun x => a x / x ^ 2) (𝓝[>] 0) (𝓝 (-β / 2)) := by
  have hev : ∀ᶠ x in 𝓝[>] (0 : ℝ), x ∈ Ioo 0 d := Ioo_mem_nhdsGT h.pos
  have ha0 : Tendsto a (𝓝[>] 0) (𝓝 0) := by
    have h0 : Tendsto a (𝓝[>] 0) (𝓝 (a 0)) := h.continuous_zero.mono Ioi_subset_Ici_self
    rwa [h.pure_solvent] at h0
  have hsq : Tendsto (fun x : ℝ => x ^ 2) (𝓝[>] 0) (𝓝 0) := by
    have h0 := ((continuous_pow 2).tendsto (0 : ℝ)).mono_left (nhdsWithin_le_nhds (s := Ioi 0))
    simpa using h0
  have hden : Tendsto (fun x : ℝ => 2 * (1 - x)) (𝓝[>] 0) (𝓝 2) := by
    have hc : Continuous (fun x : ℝ => 2 * (1 - x)) := by fun_prop
    have h0 := (hc.tendsto 0).mono_left (nhdsWithin_le_nhds (s := Ioi 0))
    simpa using h0
  -- l'Hôpital's rule, with the ratio of slopes taken from Gibbs-Duhem
  refine HasDerivAt.lhopital_zero_nhdsGT (f' := a') (g' := fun x => 2 * x)
    (hev.mono h.solvent_deriv) (Eventually.of_forall fun x => by simpa using hasDerivAt_pow 2 x)
    (hev.mono fun x hx => mul_ne_zero two_ne_zero hx.1.ne') ha0 hsq ?_
  refine (hβ.neg.div hden two_ne_zero).congr' ?_
  filter_upwards [hev] with x hx
  have hx0 : x ≠ 0 := hx.1.ne'
  have hne : 1 - x ≠ 0 := by linarith [hx.2, h.le_one]
  simp only [Pi.div_apply, solvent_slope h hx]
  field_simp
```

## A solution that attains the logarithmic bound

For \(M\ge0\), take \(b(x)=Mx\) and \(a(x)=-M\,R(x)\). Then \(b'(x)=M\), \(a'(x)=-Mx/(1-x)\), and

\[
(1-x)\left(-\frac{Mx}{1-x}\right)+xM=0 .
\]

The reference conditions hold because \(R(0)=0\) and \(R\) is continuous there. Since \(\ln y\le y-1\) for \(y>0\), setting \(y=1-x\) shows \(R(x)\ge0\), and so \(|a(x)|=M\,R(x)\) at every composition in the interval. The logarithmic bound thus admits no smaller right-hand side under the same hypotheses. The proof checks the fields of `DiluteSolution` in turn and then this equality.

```lean
/-- The solution with solute logarithmic activity coefficient `M x` meets all the conditions, and
its solvent attains the bound `M (-log (1 - x) - x)` at every composition. -/
theorem bound_attained_witness (hd : 0 < d) (hd1 : d ≤ 1) (hM : 0 ≤ M) :
    DiluteSolution d (fun x => -M * raoultDefect x) (fun x => M * x)
      (fun x => -M * (x / (1 - x))) (fun _ => M) ∧
    ∀ x ∈ Ioo 0 d, |-M * raoultDefect x| = M * raoultDefect x := by
  refine ⟨⟨hd, hd1, fun x hx => ?_, fun x _ => ?_, fun x hx => ?_, ?_, ?_⟩, fun x hx => ?_⟩
  · exact (hasDerivAt_raoultDefect (lt_of_lt_of_le hx.2 hd1)).const_mul (-M)
  · simpa using (hasDerivAt_id' x).const_mul M
  · have hne : 1 - x ≠ 0 := by linarith [hx.2]
    have e : (1 - x) * (x / (1 - x)) = x := mul_div_cancel₀ x hne
    linear_combination (-M) * e
  · exact ((hasDerivAt_raoultDefect one_pos).const_mul (-M)).continuousAt.continuousWithinAt
  · simp [raoultDefect]
  · have hlog := Real.log_le_sub_one_of_pos (show 0 < 1 - x by linarith [hx.2])
    have hr : 0 ≤ raoultDefect x := by
      unfold raoultDefect
      linarith
    rw [abs_mul, abs_neg, abs_of_nonneg hM, abs_of_nonneg hr]

end

end HenryImpliesRaoult
```

```lean
#print axioms HenryImpliesRaoult.solvent_log_bound
#print axioms HenryImpliesRaoult.henry_limit
#print axioms HenryImpliesRaoult.raoult_tangent
#print axioms HenryImpliesRaoult.solvent_quadratic_coefficient
```

```
'HenryImpliesRaoult.solvent_log_bound' depends on axioms: [propext, Classical.choice, Quot.sound]
'HenryImpliesRaoult.henry_limit' depends on axioms: [propext, Classical.choice, Quot.sound]
'HenryImpliesRaoult.raoult_tangent' depends on axioms: [propext, Classical.choice, Quot.sound]
'HenryImpliesRaoult.solvent_quadratic_coefficient' depends on axioms: [propext, Classical.choice, Quot.sound]
```
